# Energy errors cancel in every balanced reaction exactly when they are linear in composition

Let $s$ label finitely many structures and $j$ finitely many elements. The real matrix $C$ has entry $C_{sj}$, the amount of element $j$ in structure $s$. A reaction is a real vector $v$ of stoichiometric coefficients, negative for reactants and positive for products. It is balanced when $C^T v = 0$. Structure energies $E_s$ give the reaction energy $v\cdot E=\sum_s v_sE_s$, so errors $e_s$ give it the error $v\cdot e$. The claim is that $v\cdot e=0$ for every balanced $v$ if and only if $e=Ca$, where $a_j$ is a constant energy per atom of element $j$.

## From per-element shifts to the worst reaction

If $e=Ca$ and $v$ is balanced, then
$$v\cdot(Ca)=(C^Tv)\cdot a=0.$$

Conversely, suppose that $e$ is not in the range of $C$. Some linear functional $f$ vanishes on that range but not at $e$. Let $v_s=f(\delta_s)$, where $\delta_s$ is the unit vector of structure $s$. By linearity $f(w)=v\cdot w$ for every $w$, so for every $a$
$$(C^Tv)\cdot a=v\cdot(Ca)=f(Ca)=0.$$
Choosing $a=C^Tv$ makes the squared length of $C^Tv$ zero. Thus $v$ is balanced, while $v\cdot e=f(e)\ne0$.

Any error vector can also be split by least squares. The normal equations $C^Te=C^TCa$ are solvable by the equivalence just proved, applied to the matrix $C^TC$ and the vector $C^Te$. Indeed, if $C^TCu=0$, then $(Cu)\cdot(Cu)=u\cdot(C^TCu)=0$, so $Cu=0$ and $u\cdot(C^Te)=(Cu)\cdot e=0$. With a solution $a$, the residual $r=e-Ca$ satisfies $C^Tr=0$: it is itself a balanced reaction.

For balanced $v$ we have $v\cdot e=v\cdot r$, and Cauchy–Schwarz gives
$$(v\cdot e)^2\le(v\cdot v)(r\cdot r),$$
with equality at $v=r$. If $r\ne0$, the normalised reaction $r/\sqrt{r\cdot r}$ has error $\sqrt{r\cdot r}$, the largest possible for balanced $v$ with $v\cdot v=1$. If $r=0$, all balanced reactions are free of error.

For a fixed finite set of structures, a transferability test based on reaction energies therefore sees only $r$, and is blind to per-element shifts between pseudopotential and all-electron total energies.

## Compositions and reactions in Lean

The types `S` and `El` index structures and elements.

```lean
import Mathlib

open Matrix

namespace PseudopotentialReactionErrors

variable {S El : Type*} [Fintype S] [Fintype El]
```

Balance is the matrix equation above, with `*ᵥ` for matrix times vector. Neither $C$ nor $v$ is restricted to integers, and $C$ may have negative entries.

```lean
/-- A reaction with signed stoichiometric coefficients `v` is balanced when it conserves the
amount of every element; row `s` of `C` is the composition of structure `s`. -/
def IsBalanced (C : Matrix S El ℝ) (v : S → ℝ) : Prop :=
  Cᵀ *ᵥ v = 0
```

The dot product `⬝ᵥ` serves for energies and errors alike. The energies are given numbers; how a pseudopotential produces them is not modelled.

```lean
/-- The reaction energy: the energies of the structures weighted by the signed stoichiometric
coefficients. Applied to energy errors, it gives the error of the reaction energy. -/
def reactionEnergy (v energy : S → ℝ) : ℝ :=
  v ⬝ᵥ energy
```

## The equivalence

The first theorem moves $C$ across the dot product and uses `hv`.

```lean
/-- An energy made of a constant per atom of each element drops out of every balanced
reaction. -/
theorem reactionEnergy_composition_linear (C : Matrix S El ℝ) (a : El → ℝ) {v : S → ℝ}
    (hv : IsBalanced C v) : reactionEnergy v (C *ᵥ a) = 0 := by
  unfold IsBalanced at hv
  rw [reactionEnergy, dotProduct_mulVec, ← mulVec_transpose, hv, zero_dotProduct]
```

Balance is needed element by element here; conserving only the total number of atoms is not enough. Take single H and O atoms as the structures, so that $C$ is the identity, with $a=(1,0)$ and $v=(-1,1)$. The atom count is conserved, but $v\cdot(Ca)=-1$.

For the converse, `hx` places `e` outside the range and Mathlib supplies the functional `f`. `hrep` identifies `f` with the dot product by `v`, and `key _` is the choice $a=C^Tv$.

```lean
/-- If the errors are not linear in the composition (not of the form `C *ᵥ a`, with a constant `a j`
per atom of each element `j`), some balanced reaction has a nonzero energy error. -/
theorem exists_reaction_exposing_error (C : Matrix S El ℝ) (e : S → ℝ)
    (h : ¬ ∃ a : El → ℝ, e = C *ᵥ a) :
    ∃ v : S → ℝ, IsBalanced C v ∧ reactionEnergy v e ≠ 0 := by
  classical
  have hx : e ∉ LinearMap.range C.mulVecLin := by
    rintro ⟨a, ha⟩
    exact h ⟨a, ha.symm⟩
  -- a functional that vanishes on all composition-linear energies, but not on `e`
  obtain ⟨f, hf, hmap⟩ := Submodule.exists_dual_map_eq_bot_of_notMem hx inferInstance
  have hzero : ∀ a : El → ℝ, f (C *ᵥ a) = 0 := by
    intro a
    have hmem : f (C *ᵥ a) ∈ (LinearMap.range C.mulVecLin).map f :=
      Submodule.mem_map_of_mem ⟨a, rfl⟩
    rw [hmap] at hmem
    exact (Submodule.mem_bot ℝ).1 hmem
  -- its coefficients are the stoichiometric coefficients of the reaction
  let v : S → ℝ := fun s => f (fun j => if s = j then 1 else 0)
  have hrep : ∀ w : S → ℝ, v ⬝ᵥ w = f w := by
    intro w
    rw [LinearMap.pi_apply_eq_sum_univ f w]
    exact Finset.sum_congr rfl fun s _ => mul_comm _ _
  have key : ∀ a : El → ℝ, (Cᵀ *ᵥ v) ⬝ᵥ a = 0 := by
    intro a
    rw [mulVec_transpose, ← dotProduct_mulVec, hrep, hzero]
  refine ⟨v, dotProduct_self_eq_zero.1 (key _), ?_⟩
  rw [reactionEnergy, hrep]
  exact hf
```

The two directions combine, the forward one by contradiction.

```lean
/-- Energy errors cancel in every balanced reaction if and only if they are linear in the
composition, that is, a sum of constants per atom of each element. -/
theorem errors_cancel_iff_composition_linear (C : Matrix S El ℝ) (e : S → ℝ) :
    (∀ v : S → ℝ, IsBalanced C v → reactionEnergy v e = 0) ↔
      ∃ a : El → ℝ, e = C *ᵥ a := by
  constructor
  · intro h
    by_contra hne
    obtain ⟨v, hv, hve⟩ := exists_reaction_exposing_error C e hne
    exact hve (h v hv)
  · rintro ⟨a, rfl⟩ v hv
    exact reactionEnergy_composition_linear C a hv
```

Applied to the difference `Eps - Eae`, the equivalence compares pseudopotential with all-electron energies.

```lean
/-- Pseudopotential and all-electron total energies give the same energy for every balanced
reaction if and only if they differ by constants per atom of each element. -/
theorem same_reaction_energies_iff (C : Matrix S El ℝ) (Eps Eae : S → ℝ) :
    (∀ v : S → ℝ, IsBalanced C v → reactionEnergy v Eps = reactionEnergy v Eae) ↔
      ∃ a : El → ℝ, Eps = Eae + C *ᵥ a := by
  have h := errors_cancel_iff_composition_linear C (Eps - Eae)
  simp only [reactionEnergy, dotProduct_sub, sub_eq_zero] at h
  simp only [sub_eq_iff_eq_add'] at h
  exact h
```

## The residual as a reaction

`hsolve` solves the normal equations, and `hCv` is the step from $C^TCv=0$ to $Cv=0$. The final lines check that the residual is balanced.

```lean
/-- Any set of energy errors splits into a composition-linear part and a residual whose entries
are the coefficients of a balanced reaction. -/
theorem exists_error_splitting (C : Matrix S El ℝ) (e : S → ℝ) :
    ∃ (a : El → ℝ) (r : S → ℝ), IsBalanced C r ∧ e = C *ᵥ a + r := by
  -- the normal equations of the least-squares fit are solvable
  have hsolve : ∃ a : El → ℝ, Cᵀ *ᵥ e = (Cᵀ * C) *ᵥ a := by
    refine (errors_cancel_iff_composition_linear (Cᵀ * C) (Cᵀ *ᵥ e)).1 ?_
    intro v hv
    unfold IsBalanced at hv
    rw [transpose_mul, transpose_transpose] at hv
    have hCv : C *ᵥ v = 0 := by
      apply dotProduct_self_eq_zero.1
      rw [dotProduct_mulVec, ← mulVec_transpose, mulVec_mulVec, hv, zero_dotProduct]
    rw [reactionEnergy, dotProduct_mulVec, vecMul_transpose, hCv, zero_dotProduct]
  obtain ⟨a, ha⟩ := hsolve
  refine ⟨a, e - C *ᵥ a, ?_, by abel⟩
  unfold IsBalanced
  rw [mulVec_sub, mulVec_mulVec, ha, sub_self]
```

The next theorem takes a splitting with balanced `r` as given; the previous one provides it for any errors. `hred` removes the composition-linear part, and `hcs` is Cauchy–Schwarz.

```lean
/-- Let the errors be a composition-linear part plus a balanced residual `r`. The reaction `r`
has error `r ⬝ᵥ r`, and the squared error of any balanced reaction `v` is at most
`(v ⬝ᵥ v) * (r ⬝ᵥ r)`. -/
theorem residual_is_worst_reaction (C : Matrix S El ℝ) (a : El → ℝ) {r : S → ℝ}
    (hr : IsBalanced C r) :
    reactionEnergy r (C *ᵥ a + r) = r ⬝ᵥ r ∧
      ∀ v : S → ℝ, IsBalanced C v →
        reactionEnergy v (C *ᵥ a + r) ^ 2 ≤ (v ⬝ᵥ v) * (r ⬝ᵥ r) := by
  -- only the residual contributes to a balanced reaction
  have hred : ∀ v : S → ℝ, IsBalanced C v →
      reactionEnergy v (C *ᵥ a + r) = v ⬝ᵥ r := by
    intro v hv
    have h0 := reactionEnergy_composition_linear C a hv
    unfold reactionEnergy at h0 ⊢
    rw [dotProduct_add, h0, zero_add]
  refine ⟨hred r hr, fun v hv => ?_⟩
  rw [hred v hv]
  have hcs := Finset.sum_mul_sq_le_sq_mul_sq Finset.univ v r
  simp only [dotProduct, ← pow_two]
  exact hcs
```

## Equal errors in the water reaction

With rows H₂, O₂, H₂O and columns H, O, the reaction 2 H₂ + O₂ → 2 H₂O has $v=(-2,-1,2)$. The hydrogen balance is $-4+4=0$ and the oxygen balance $-2+2=0$. An equal error $\delta$ per molecule leaves $(-2-1+2)\delta=-\delta$, because the number of molecules changes. In Lean, `fin_cases` checks the two elements separately and `ring` does the sum.

```lean
/-- For H₂, O₂ and H₂O (columns H, O), the reaction 2 H₂ + O₂ → 2 H₂O is balanced, and an equal
error `δ` in each molecule gives the reaction energy an error `-δ`. -/
theorem water_formation_uniform_error :
    IsBalanced (!![2, 0; 0, 2; 2, 1] : Matrix (Fin 3) (Fin 2) ℝ) ![-2, -1, 2] ∧
      ∀ δ : ℝ, reactionEnergy (![-2, -1, 2] : Fin 3 → ℝ) (fun _ => δ) = -δ := by
  constructor
  · unfold IsBalanced
    ext i
    fin_cases i <;> simp [Matrix.mulVec, dotProduct, Fin.sum_univ_succ]
  · intro δ
    rw [reactionEnergy, dotProduct, Fin.sum_univ_three]
    change (-2 : ℝ) * δ + (-1) * δ + 2 * δ = -δ
    ring

end PseudopotentialReactionErrors
```

```lean
#print axioms PseudopotentialReactionErrors.errors_cancel_iff_composition_linear
#print axioms PseudopotentialReactionErrors.same_reaction_energies_iff
#print axioms PseudopotentialReactionErrors.residual_is_worst_reaction
#print axioms PseudopotentialReactionErrors.water_formation_uniform_error
```

```
'PseudopotentialReactionErrors.errors_cancel_iff_composition_linear' depends on axioms: [propext, Classical.choice, Quot.sound]
'PseudopotentialReactionErrors.same_reaction_energies_iff' depends on axioms: [propext, Classical.choice, Quot.sound]
'PseudopotentialReactionErrors.residual_is_worst_reaction' depends on axioms: [propext, Classical.choice, Quot.sound]
'PseudopotentialReactionErrors.water_formation_uniform_error' depends on axioms: [propext, Classical.choice, Quot.sound]
```
